# In three or more dimensions, the energy in the exponential orbital parametrization can be stationary at a non-eigenvector

## One orbital, one fixed Hamiltonian

Let $V$ be a real inner product space, `V`, and $H$ a bounded linear operator on it. Symmetry of $H$ is the hypothesis `hH`. For $V=\mathbb R^n$, $H$ is a real symmetric matrix.

```lean
import Mathlib

open Real
open scoped InnerProductSpace

namespace ExponentialOrbitalParametrization

noncomputable section

variable {V : Type*} [NormedAddCommGroup V] [InnerProductSpace ℝ V]
```

The parameters $x$ form the orthogonal complement $T$ of a reference orbital $\varphi$.

```lean
/-- The space of rotation parameters: all vectors orthogonal to the reference orbital `φ`. -/
abbrev Tangent (φ : V) : Submodule ℝ V := (Submodule.span ℝ {φ})ᗮ
```

Write $r=\|x\|$, $c=\cos r$ and $s=\sin r$. The rotated orbital is $\psi(x)=c\,\varphi+(s/r)\,x$ for $x\neq0$. When $\|\varphi\|=1$, this is $e^{K}\varphi$ with the antisymmetric operator $Ku=\langle\varphi,u\rangle x-\langle x,u\rangle\varphi$, because $K\varphi=x$ and $Kx=-r^2\varphi$; hence the name exponential parametrization.

```lean
/-- The rotated orbital `ψ(x) = cos ‖x‖ φ + sin ‖x‖ x / ‖x‖`, for nonzero `x` orthogonal
to `φ`. -/
def orbital (φ : V) (x : Tangent φ) : V :=
  cos ‖x‖ • φ + (sin ‖x‖ / ‖x‖) • (x : V)
```

The energy is $E(x)=\langle\psi(x),H\psi(x)\rangle$, without division by $\|\psi(x)\|^2$. It is the usual expectation value when $\|\varphi\|=1$, which only part (g) assumes.

```lean
/-- The energy `⟨ψ(x), H ψ(x)⟩` as a function of the rotation parameter `x ≠ 0`. -/
def energy (H : V →L[ℝ] V) (φ : V) (x : Tangent φ) : ℝ :=
  ⟪orbital φ x, H (orbital φ x)⟫_ℝ
```

Stationary means that the full Fréchet derivative of $E$ on $T$ is zero. Since $H$ does not depend on $\psi$, this models a non-interacting particle or a frozen Fock matrix, not a self-consistent field.

```lean
/-- The energy is stationary in the parameter: its derivative at `x ≠ 0` vanishes in every
direction orthogonal to `φ`. -/
def Stationary (H : V →L[ℝ] V) (φ : V) (x : Tangent φ) : Prop :=
  HasFDerivAt (energy H φ) (0 : Tangent φ →L[ℝ] ℝ) x
```

## (a) Response of the orbital

For $x\ne0$ and $v\in T$, show that
$$d\psi(v)=\langle x,v\rangle\left[-\frac{s}{r}\varphi+\frac{rc-s}{r^3}x\right]+\frac{s}{r}v.$$

The norm changes by $dr(v)=\langle x,v\rangle/r$. Hence $dc(v)=-s\langle x,v\rangle/r$, and the quotient rule gives $d(s/r)(v)=\frac{rc-s}{r^2}\,\frac{\langle x,v\rangle}{r}$. The product rule applied to $(s/r)x$ adds $(s/r)v$.

The formula is stored as a linear map:

```lean
/-- The linear response of the rotated orbital to a change of the parameter, for `x ≠ 0`. -/
def orbitalDeriv (φ : V) (x : Tangent φ) : Tangent φ →L[ℝ] V :=
  (innerSL ℝ x).smulRight
    ((-(sin ‖x‖ / ‖x‖)) • φ + ((‖x‖ * cos ‖x‖ - sin ‖x‖) / ‖x‖ ^ 3) • (x : V))
  + (sin ‖x‖ / ‖x‖) • (Tangent φ).subtypeL
```

In the proof, `hn` differentiates the norm, `hq` is the quotient rule, and `module` collects the vectors.

```lean
/-- At `x ≠ 0` the derivative of the rotated orbital is `orbitalDeriv`. -/
theorem hasFDerivAt_orbital (φ : V) (x : Tangent φ) (hx : x ≠ 0) :
    HasFDerivAt (orbital φ) (orbitalDeriv φ x) x := by
  have hr : ‖x‖ ≠ 0 := norm_ne_zero_iff.mpr hx
  -- to first order, the norm changes only along the radial direction
  have hn : HasFDerivAt (fun y : Tangent φ => ‖y‖) (‖x‖⁻¹ • innerSL ℝ x) x := by
    have h := (hasStrictFDerivAt_norm_sq x).hasFDerivAt.sqrt (pow_ne_zero 2 hr)
    simp only [Real.sqrt_sq (norm_nonneg _)] at h
    refine h.congr_fderiv (ContinuousLinearMap.ext fun v => ?_)
    simp only [smul_apply, smul_eq_mul, nsmul_eq_mul, Nat.cast_ofNat]
    field_simp
  have hc := (Real.hasDerivAt_cos ‖x‖).comp_hasFDerivAt x hn
  have hq : HasDerivAt (fun r : ℝ => sin r / r)
      ((cos ‖x‖ * ‖x‖ - sin ‖x‖ * 1) / ‖x‖ ^ 2) ‖x‖ :=
    (Real.hasDerivAt_sin ‖x‖).fun_div (hasDerivAt_id' ‖x‖) hr
  have hs := hq.comp_hasFDerivAt x hn
  have h : HasFDerivAt (orbital φ) _ x :=
    (hc.smul_const φ).add (hs.smul (Tangent φ).subtypeL.hasFDerivAt)
  refine h.congr_fderiv (ContinuousLinearMap.ext fun v => ?_)
  change (-sin ‖x‖ * (‖x‖⁻¹ * ⟪(x : V), (v : V)⟫_ℝ)) • φ
    + ((sin ‖x‖ / ‖x‖) • (v : V)
      + ((cos ‖x‖ * ‖x‖ - sin ‖x‖ * 1) / ‖x‖ ^ 2 * (‖x‖⁻¹ * ⟪(x : V), (v : V)⟫_ℝ)) • (x : V))
    = ⟪(x : V), (v : V)⟫_ℝ • ((-(sin ‖x‖ / ‖x‖)) • φ
        + ((‖x‖ * cos ‖x‖ - sin ‖x‖) / ‖x‖ ^ 3) • (x : V)) + (sin ‖x‖ / ‖x‖) • (v : V)
  module
```

## (b) Stationarity as orthogonality

For symmetric $H$ and $x\neq0$, show that $x$ is stationary exactly when
$$\langle d\psi(v),H\psi(x)\rangle=0\quad\text{for all }v\in T.$$

By the product rule and symmetry,
$$dE(v)=\langle d\psi(v),H\psi\rangle+\langle\psi,H\,d\psi(v)\rangle=2\langle d\psi(v),H\psi\rangle.$$
This is `hE'`; uniqueness of the derivative then gives the forward direction.

```lean
/-- For symmetric `H` and `x ≠ 0`, the energy is stationary exactly when `H ψ(x)` is orthogonal
to every first-order change of the orbital that the parameters can produce. -/
theorem stationary_iff (H : V →L[ℝ] V) (hH : ∀ u v, ⟪H u, v⟫_ℝ = ⟪u, H v⟫_ℝ)
    (φ : V) (x : Tangent φ) (hx : x ≠ 0) :
    Stationary H φ x ↔ ∀ v, ⟪orbitalDeriv φ x v, H (orbital φ x)⟫_ℝ = 0 := by
  have hψ := hasFDerivAt_orbital φ x hx
  have hE : HasFDerivAt (energy H φ) _ x := hψ.inner ℝ (H.hasFDerivAt.comp x hψ)
  have hE' : HasFDerivAt (energy H φ)
      ((2 : ℝ) • (innerSL ℝ (H (orbital φ x))).comp (orbitalDeriv φ x)) x := by
    refine hE.congr_fderiv (ContinuousLinearMap.ext fun v => ?_)
    change ⟪orbital φ x, H (orbitalDeriv φ x v)⟫_ℝ + ⟪orbitalDeriv φ x v, H (orbital φ x)⟫_ℝ
      = 2 * ⟪H (orbital φ x), orbitalDeriv φ x v⟫_ℝ
    rw [← hH (orbital φ x) (orbitalDeriv φ x v),
      real_inner_comm (H (orbital φ x)) (orbitalDeriv φ x v)]
    ring
  constructor
  · intro h v
    have e : (0 : ℝ) = 2 * ⟪H (orbital φ x), orbitalDeriv φ x v⟫_ℝ :=
      DFunLike.congr_fun (HasFDerivAt.unique h hE') v
    rw [real_inner_comm (H (orbital φ x)) (orbitalDeriv φ x v)]
    linarith
  · intro h
    refine hE'.congr_fderiv (ContinuousLinearMap.ext fun v => ?_)
    change 2 * ⟪H (orbital φ x), orbitalDeriv φ x v⟫_ℝ = 0
    rw [real_inner_comm (orbitalDeriv φ x v) (H (orbital φ x)), h v, mul_zero]
```

## (c) The sphere of radius $\pi$

For $\|x\|=\pi$, show that $\psi(x)=-\varphi$.

Insert $\cos\pi=-1$ and $\sin\pi=0$.

```lean
/-- Every rotation parameter of length `π` leads to the same orbital `-φ`. -/
theorem orbital_pi (φ : V) (x : Tangent φ) (hx : ‖x‖ = π) : orbital φ x = -φ := by
  unfold orbital
  rw [hx, cos_pi, sin_pi]
  simp
```

## (d) One surviving condition

For symmetric $H$ and $\|x\|=\pi$, show that $x$ is stationary exactly when $\langle x,H\varphi\rangle=0$.

At $r=\pi$, part (a) reduces to $d\psi(v)=-\langle x,v\rangle x/\pi^2$: transverse variations have no first-order effect. With $H\psi=-H\varphi$,
$$\langle d\psi(v),H\psi\rangle=\frac{\langle x,v\rangle\langle x,H\varphi\rangle}{\pi^2},$$
which is `hD`. Taking $v=x$ gives $\langle x,H\varphi\rangle$, so (b) finishes the argument.

```lean
/-- For symmetric `H` and a parameter `x` of length `π`, the energy is stationary exactly when
`x` is orthogonal to `H φ`. -/
theorem stationary_pi_iff (H : V →L[ℝ] V) (hH : ∀ u v, ⟪H u, v⟫_ℝ = ⟪u, H v⟫_ℝ)
    (φ : V) (x : Tangent φ) (hx : ‖x‖ = π) :
    Stationary H φ x ↔ ⟪(x : V), H φ⟫_ℝ = 0 := by
  have hp := Real.pi_ne_zero
  have hx0 : x ≠ 0 := norm_ne_zero_iff.mp (by rw [hx]; exact hp)
  -- only the radial response survives at this radius
  have hD : ∀ v : Tangent φ, ⟪orbitalDeriv φ x v, H (orbital φ x)⟫_ℝ
      = ⟪(x : V), (v : V)⟫_ℝ * ⟪(x : V), H φ⟫_ℝ / π ^ 2 := by
    intro v
    change ⟪⟪(x : V), (v : V)⟫_ℝ • ((-(sin ‖x‖ / ‖x‖)) • φ
        + ((‖x‖ * cos ‖x‖ - sin ‖x‖) / ‖x‖ ^ 3) • (x : V)) + (sin ‖x‖ / ‖x‖) • (v : V),
        H (orbital φ x)⟫_ℝ = _
    rw [orbital_pi φ x hx, hx, cos_pi, sin_pi]
    simp only [map_neg, inner_neg_right, inner_add_left, real_inner_smul_left]
    field_simp
    ring
  rw [stationary_iff H hH φ x hx0]
  constructor
  · intro h
    have e := h x
    have hx' : ‖(x : V)‖ = π := hx
    rw [hD, real_inner_self_eq_norm_sq, hx', mul_div_cancel_left₀ _ (pow_ne_zero 2 hp)] at e
    exact e
  · intro h v
    rw [hD, h, mul_zero, zero_div]
```

## (e) A false stationary point

Let $H$ be symmetric, $3\le\dim V<\infty$ and $\varphi$ nonzero and not an eigenvector, that is, $H\varphi\ne\mu\varphi$ for every real $\mu$. Find $x\in T$ with
$$\|x\|=\pi,\qquad dE=0\text{ at }x,\qquad H\psi(x)\neq\mu\psi(x)\text{ for all }\mu.$$

The map $y\mapsto(\langle\varphi,y\rangle,\langle H\varphi,y\rangle)$ into $\mathbb R^2$ cannot be injective, so some $y\ne0$ is orthogonal to both vectors. Set $x=\pi y/\|y\|$ and use (d). If $-\varphi$ satisfied the eigenvalue equation, so would $\varphi$.

In direct minimization of a single orbital with fixed $H$, a zero gradient in $x$ therefore does not by itself certify an eigenvector.

```lean
/-- In finite dimension at least three, for symmetric `H` and any nonzero `φ` that is not an
eigenvector, some parameter of length `π` makes the energy stationary although the orbital reached,
`-φ`, is not an eigenvector of `H`. -/
theorem exists_false_stationary_point (H : V →L[ℝ] V)
    (hH : ∀ u v, ⟪H u, v⟫_ℝ = ⟪u, H v⟫_ℝ) (hdim : 3 ≤ Module.finrank ℝ V)
    (φ : V) (hφ : ∀ μ : ℝ, H φ ≠ μ • φ) :
    ∃ x : Tangent φ, ‖x‖ = π ∧ Stationary H φ x ∧ orbital φ x = -φ ∧
      ∀ μ : ℝ, H (orbital φ x) ≠ μ • orbital φ x := by
  -- two linear conditions leave a nonzero solution in three dimensions
  obtain ⟨y, hy, h1, h2⟩ : ∃ y : V, y ≠ 0 ∧ ⟪φ, y⟫_ℝ = 0 ∧ ⟪H φ, y⟫_ℝ = 0 := by
    by_contra hcon
    push Not at hcon
    let f : V →ₗ[ℝ] ℝ × ℝ :=
      (innerSL ℝ φ).toLinearMap.prod (innerSL ℝ (H φ)).toLinearMap
    have hf : Function.Injective f := by
      rw [injective_iff_map_eq_zero]
      intro y hy
      by_contra h0
      exact hcon y h0 (congrArg Prod.fst hy) (congrArg Prod.snd hy)
    have hle := LinearMap.finrank_le_finrank_of_injective hf
    rw [Module.finrank_prod, Module.finrank_self] at hle
    omega
  have hmem : (π / ‖y‖) • y ∈ Tangent φ :=
    (Tangent φ).smul_mem _ (Submodule.mem_orthogonal_singleton_iff_inner_right.mpr h1)
  have hnorm : ‖(⟨(π / ‖y‖) • y, hmem⟩ : Tangent φ)‖ = π := by
    change ‖(π / ‖y‖) • y‖ = π
    rw [norm_smul, Real.norm_of_nonneg (by positivity),
      div_mul_cancel₀ _ (norm_ne_zero_iff.mpr hy)]
  refine ⟨⟨(π / ‖y‖) • y, hmem⟩, hnorm, ?_, orbital_pi φ _ hnorm, ?_⟩
  · rw [stationary_pi_iff H hH φ _ hnorm]
    change ⟪(π / ‖y‖) • y, H φ⟫_ℝ = 0
    rw [real_inner_smul_left, real_inner_comm (H φ) y, h2, mul_zero]
  · intro μ h
    rw [orbital_pi φ _ hnorm, map_neg, smul_neg, neg_inj] at h
    exact hφ μ h
```

## (f) Two dimensions

Let $H$ be symmetric, $\dim V=2$ and $\varphi$ nonzero and not an eigenvector, expressed as in (e). Show that $dE\neq0$ at every $x\in T$ with $\|x\|=\pi$.

If $x$ were stationary, $\varphi$ and $H\varphi$ would both lie on the line orthogonal to $x$. As $\varphi\neq0$, this gives $H\varphi=k\varphi$ for some real $k$, a contradiction. The code obtains this factor from the one-dimensionality of that line.

```lean
/-- In dimension two, for symmetric `H` and nonzero `φ` that is not an eigenvector, no parameter of
length `π` makes the energy stationary. -/
theorem not_stationary_pi_of_dim_two (H : V →L[ℝ] V)
    (hH : ∀ u v, ⟪H u, v⟫_ℝ = ⟪u, H v⟫_ℝ) (hdim : Module.finrank ℝ V = 2)
    (φ : V) (hφ : ∀ μ : ℝ, H φ ≠ μ • φ) (x : Tangent φ) (hx : ‖x‖ = π) :
    ¬ Stationary H φ x := by
  rw [stationary_pi_iff H hH φ x hx]
  intro h
  have hx0 : (x : V) ≠ 0 := norm_ne_zero_iff.mp (by
    change ‖x‖ ≠ 0
    rw [hx]
    exact Real.pi_ne_zero)
  have hφ0 : φ ≠ 0 := fun h0 => hφ 0 (by rw [h0]; simp)
  have hxφ : ⟪(x : V), φ⟫_ℝ = 0 := by
    rw [real_inner_comm]
    exact Submodule.mem_orthogonal_singleton_iff_inner_right.mp x.2
  -- `φ` and `H φ` both lie on the line orthogonal to `x`
  have : Fact (Module.finrank ℝ V = 1 + 1) := ⟨hdim⟩
  have h1 := Submodule.finrank_orthogonal_span_singleton (𝕜 := ℝ) (n := 1) hx0
  have m1 := Submodule.mem_orthogonal_singleton_iff_inner_right.mpr hxφ
  have m2 := Submodule.mem_orthogonal_singleton_iff_inner_right.mpr h
  obtain ⟨c, hc⟩ := (finrank_eq_one_iff_of_nonzero' (⟨φ, m1⟩ : (Submodule.span ℝ {(x : V)})ᗮ)
    (fun h0 => hφ0 (congrArg Subtype.val h0))).mp h1 ⟨H φ, m2⟩
  exact hφ c (congrArg Subtype.val hc).symm
```

## (g) Where the gradient can be trusted

For symmetric $H$, $\|\varphi\|=1$ and $\sin\|x\|\neq0$, show that $x$ is stationary exactly when
$$H\psi(x)=E(x)\psi(x).$$

Put $g=H\psi$, $a=\langle\varphi,g\rangle$ and $b=\langle x,g\rangle$. If $x$ is stationary, $v=x$ in (b) gives $cb=sra$ (`k1`). Substituting this for general $v$ leaves
$$\frac{s}{r}\left(\langle v,g\rangle-\frac{\langle x,v\rangle b}{r^2}\right)=0.$$
Since $s\ne0$, the bracket vanishes (`k2`), and so $g=a\varphi+(b/r^2)x$. From $E=ca+(s/r)b$ and `k1` follow $Ec=a$ and $Es/r=b/r^2$ (`EC`, `ES`). Thus $g=E\psi$. Lean compares the two sides by inner products with an arbitrary $w$, whose part orthogonal to $\varphi$ lies in $T$.

Conversely, $\|\psi\|^2=c^2+s^2=1$ implies $\langle d\psi(v),\psi\rangle=0$. If $H\psi=E\psi$, the condition in (b) holds. The code expands this inner product explicitly.

The point $x=0$ is excluded here, but the gradient can be trusted there too. To first order $\psi$ changes by $v$, so $dE(v)=2\langle v,H\varphi\rangle$, which vanishes for all $v\in T$ exactly when $H\varphi$ is a multiple of $\varphi$. Taking the current orbital as the new reference and evaluating the gradient at $x=0$ therefore exposes a false stationary point. This case is not part of the Lean theorem.

```lean
/-- For symmetric `H`, a unit vector `φ` and `sin ‖x‖ ≠ 0`, the energy is stationary in `x`
exactly when `ψ(x)` satisfies the eigenvalue equation with the energy as eigenvalue. -/
theorem stationary_iff_eigenvector (H : V →L[ℝ] V)
    (hH : ∀ u v, ⟪H u, v⟫_ℝ = ⟪u, H v⟫_ℝ) (φ : V) (hφ : ‖φ‖ = 1)
    (x : Tangent φ) (hs : sin ‖x‖ ≠ 0) :
    Stationary H φ x ↔ H (orbital φ x) = energy H φ x • orbital φ x := by
  have hx0 : x ≠ 0 := fun h => hs (by rw [h, norm_zero, sin_zero])
  have hr : ‖x‖ ≠ 0 := norm_ne_zero_iff.mpr hx0
  have hφφ : ⟪φ, φ⟫_ℝ = 1 := by rw [real_inner_self_eq_norm_sq, hφ, one_pow]
  have hxx : ⟪(x : V), (x : V)⟫_ℝ = ‖x‖ ^ 2 := real_inner_self_eq_norm_sq (x : V)
  have hT : ∀ v : Tangent φ, ⟪φ, (v : V)⟫_ℝ = 0 := fun v =>
    Submodule.mem_orthogonal_singleton_iff_inner_right.mp v.2
  have hxφ : ⟪(x : V), φ⟫_ℝ = 0 := by rw [real_inner_comm]; exact hT x
  have hψ : ∀ w, ⟪orbital φ x, w⟫_ℝ
      = cos ‖x‖ * ⟪φ, w⟫_ℝ + sin ‖x‖ / ‖x‖ * ⟪(x : V), w⟫_ℝ := fun w => by
    simp only [orbital, inner_add_left, real_inner_smul_left]
  have hD : ∀ (v : Tangent φ) (w : V), ⟪orbitalDeriv φ x v, w⟫_ℝ
      = ⟪(x : V), (v : V)⟫_ℝ * (-(sin ‖x‖ / ‖x‖) * ⟪φ, w⟫_ℝ
        + (‖x‖ * cos ‖x‖ - sin ‖x‖) / ‖x‖ ^ 3 * ⟪(x : V), w⟫_ℝ)
        + sin ‖x‖ / ‖x‖ * ⟪(v : V), w⟫_ℝ := fun v w => by
    change ⟪⟪(x : V), (v : V)⟫_ℝ • ((-(sin ‖x‖ / ‖x‖)) • φ
        + ((‖x‖ * cos ‖x‖ - sin ‖x‖) / ‖x‖ ^ 3) • (x : V)) + (sin ‖x‖ / ‖x‖) • (v : V), w⟫_ℝ = _
    simp only [inner_add_left, real_inner_smul_left]
  rw [stationary_iff H hH φ x hx0]
  constructor
  · intro h
    have hE : energy H φ x = _ := hψ (H (orbital φ x))
    have key := fun v => (hD v (H (orbital φ x))).symm.trans (h v)
    have pyth := sin_sq_add_cos_sq ‖x‖
    generalize H (orbital φ x) = g at hE key ⊢
    generalize energy H φ x = E at hE ⊢
    -- the radial variation
    have k1 : cos ‖x‖ * ⟪(x : V), g⟫_ℝ = sin ‖x‖ * ‖x‖ * ⟪φ, g⟫_ℝ := by
      have e := key x
      rw [hxx] at e
      field_simp at e
      apply mul_left_cancel₀ hr
      linear_combination e
    -- the transverse variations
    have k2 : ∀ v : Tangent φ,
        ⟪(v : V), g⟫_ℝ = ⟪(x : V), (v : V)⟫_ℝ * (⟪(x : V), g⟫_ℝ / ‖x‖ ^ 2) := by
      intro v
      have e : sin ‖x‖ / ‖x‖ *
          (⟪(v : V), g⟫_ℝ - ⟪(x : V), (v : V)⟫_ℝ * (⟪(x : V), g⟫_ℝ / ‖x‖ ^ 2)) = 0 := by
        have e1 := key v
        field_simp at e1 ⊢
        linear_combination e1 - ⟪(x : V), (v : V)⟫_ℝ * ‖x‖ * k1
      exact sub_eq_zero.mp ((mul_eq_zero.mp e).resolve_left (div_ne_zero hs hr))
    have ht : sin ‖x‖ / ‖x‖ * ‖x‖ = sin ‖x‖ := div_mul_cancel₀ _ hr
    have EC : E * cos ‖x‖ = ⟪φ, g⟫_ℝ := by
      rw [hE]
      linear_combination sin ‖x‖ / ‖x‖ * k1 + sin ‖x‖ * ⟪φ, g⟫_ℝ * ht + ⟪φ, g⟫_ℝ * pyth
    have ES : E * (sin ‖x‖ / ‖x‖) = ⟪(x : V), g⟫_ℝ / ‖x‖ ^ 2 := by
      rw [hE]
      field_simp
      linear_combination ⟪(x : V), g⟫_ℝ * pyth - cos ‖x‖ * k1
    refine ext_inner_right ℝ fun w => ?_
    have hv : w - ⟪φ, w⟫_ℝ • φ ∈ Tangent φ := by
      rw [Submodule.mem_orthogonal_singleton_iff_inner_right, inner_sub_right,
        real_inner_smul_right, hφφ, mul_one, sub_self]
    have k3 := k2 ⟨_, hv⟩
    simp only [inner_sub_left, inner_sub_right, real_inner_smul_left, real_inner_smul_right,
      hxφ, mul_zero, sub_zero] at k3
    rw [real_inner_smul_left, hψ, real_inner_comm w g]
    linear_combination k3 - ⟪φ, w⟫_ℝ * EC - ⟪(x : V), w⟫_ℝ * ES
  · intro h v
    -- the orbital stays normalized, so its first-order change is orthogonal to it
    rw [h, real_inner_smul_right, real_inner_comm (orbital φ x) (orbitalDeriv φ x v), hψ,
      real_inner_comm (orbitalDeriv φ x v) φ, real_inner_comm (orbitalDeriv φ x v) (x : V),
      hD, hD, hφφ, hxφ, hT x, hxx, real_inner_comm φ (v : V), hT v,
      real_inner_comm (x : V) (v : V)]
    field_simp
    ring

end

end ExponentialOrbitalParametrization
```

```lean
#print axioms ExponentialOrbitalParametrization.exists_false_stationary_point
-- 'ExponentialOrbitalParametrization.exists_false_stationary_point' depends on axioms: [propext, Classical.choice, Quot.sound]
#print axioms ExponentialOrbitalParametrization.not_stationary_pi_of_dim_two
-- 'ExponentialOrbitalParametrization.not_stationary_pi_of_dim_two' depends on axioms: [propext, Classical.choice, Quot.sound]
#print axioms ExponentialOrbitalParametrization.stationary_iff_eigenvector
-- 'ExponentialOrbitalParametrization.stationary_iff_eigenvector' depends on axioms: [propext, Classical.choice, Quot.sound]
```
